# Fundamental matrix, exit probabilities and mean exit time of a finite basin with absorbing exits

Take a basin with a single state. At each jump the system stays with probability $q$, where $0 \le q < 1$, or leaves with probability $1-q$, and each visit lasts a mean time $\tau$. It is still inside after $n$ jumps with probability $q^n$, so the expected number of visits is $N = \sum_{n\ge 0} q^n = 1/(1-q)$. The total exit probability is $N(1-q) = 1$. The mean time to exit is $t = N\tau$, which also solves $t = \tau + qt$: one visit, then with probability $q$ a fresh start. In the limit $q \to 1$ both $N$ and, for $\tau > 0$, $t$ diverge, and at $q = 1$ the powers $q^n$ no longer tend to zero.

## Setting

The basin states $i, j$ run over a finite set `ι` and the exit states $k$ over a finite set `κ`. The entry $Q_{ij}$ is the probability of jumping from $i$ to $j$, and $R_{ik}$ that of jumping from $i$ to exit $k$, so rows label starting states. Diagonal entries $Q_{ii}$ may be nonzero. The identity matrix $I$ is written `1` in Lean, and `*ᵥ` is the product of a matrix with a column vector.

```lean
import Mathlib

open Matrix Filter Topology

namespace AbsorbingBasin

noncomputable section

variable {ι κ : Type*} [Fintype ι] [DecidableEq ι] [Fintype κ]
```

The structure `IsAbsorbing Q R` collects four hypotheses: $Q_{ij} \ge 0$, $R_{ik} \ge 0$, $\sum_j Q_{ij} + \sum_k R_{ik} = 1$ for each $i$, and $Q^n \to 0$ entry by entry. The last one, `decay`, is assumed and not derived from the connectivity of the basin. It makes the basin states transient; the word "absorbing" in the Lean names refers to the chain, whose exit states are the absorbing ones.

```lean
/-- Jump chain in a basin: `Q` holds the jump probabilities between basin states, `R` those
to exit states, they add to one for each basin state, and `Q ^ n` tends to zero. -/
structure IsAbsorbing (Q : Matrix ι ι ℝ) (R : Matrix ι κ ℝ) : Prop where
  stay_nonneg : ∀ i j, 0 ≤ Q i j
  exit_nonneg : ∀ i k, 0 ≤ R i k
  row_sum : ∀ i, ∑ j, Q i j + ∑ k, R i k = 1
  decay : Tendsto (fun n : ℕ => Q ^ n) atTop (𝓝 0)
```

Since $(Q^n)_{ij}$ is the probability of being at $j$ after $n$ jumps from $i$ without having left, $N = \sum_{n \ge 0} Q^n$ counts expected visits.

```lean
/-- Fundamental matrix `N = ∑ Q ^ n`: expected number of visits to `j` starting from `i`. -/
def fundamental (Q : Matrix ι ι ℝ) : Matrix ι ι ℝ := ∑' n : ℕ, Q ^ n
```

Leaving through $k$ means a visit to some $j$ followed by the jump $j \to k$, which gives $(NR)_{ik} = \sum_j N_{ij} R_{jk}$.

```lean
/-- Exit matrix `N R`: probability of leaving through exit state `k` starting from `i`. -/
def exitMatrix (Q : Matrix ι ι ℝ) (R : Matrix ι κ ℝ) : Matrix ι κ ℝ := fundamental Q * R
```

With $\tau_j$ the mean residence time per visit to $j$, the visit after $n$ jumps contributes $(Q^n\tau)_i$, and the mean exit time is $T = \sum_{n\ge0} Q^n \tau$.

```lean
/-- Mean exit time: the expected residence time `Q ^ n τ` after `n` jumps, summed over `n`. -/
def meanExitTime (Q : Matrix ι ι ℝ) (τ : ι → ℝ) : ι → ℝ := ∑' n : ℕ, (Q ^ n) *ᵥ τ
```

These probabilistic readings motivate the definitions; the file contains no trajectories or probability space, and `τ` is any real vector. Lean's `∑'` returns zero for a series that is not summable and `⁻¹` returns zero for a singular matrix, so convergence is stated with `HasSum` and invertibility through a nonzero determinant or explicit products. In kinetic Monte Carlo for a finite basin with constant Markovian rates, in which an exit can be reached from every state, $NR$ and $N\tau$ give the exit probabilities and the mean exit time without simulating the jumps inside the basin; the distribution of the exit time is not treated.

## (a) Powers of $Q$

*Task.* Show that $Q_{ij} \ge 0$ for all $i, j$ implies $(Q^n)_{ij} \ge 0$ for all $n$.

*Solution.* The entries of $Q^0 = I$ are $0$ or $1$. If $Q^n$ is nonnegative, then $(Q^{n+1})_{ij} = \sum_l (Q^n)_{il} Q_{lj}$ with $l$ running over basin states (named `k` in this proof) is a sum of products of nonnegative numbers. The two branches of `induction n` are these two steps.

```lean
/-- The `n`-jump matrix `Q ^ n` of a nonnegative `Q` has nonnegative entries. -/
theorem pow_entry_nonneg {Q : Matrix ι ι ℝ} (hQ : ∀ i j, 0 ≤ Q i j) (n : ℕ) :
    ∀ i j, 0 ≤ (Q ^ n) i j := by
  induction n with
  | zero =>
    intro i j
    rw [pow_zero, Matrix.one_apply]
    split_ifs <;> norm_num
  | succ n ih =>
    intro i j
    rw [pow_succ, Matrix.mul_apply]
    exact Finset.sum_nonneg fun k _ => mul_nonneg (ih i k) (hQ k j)
```

## (b) The determinant of $I - Q$

*Task.* Show that $Q^n \to 0$ implies $\det(I-Q) \ne 0$, with no sign condition on $Q$.

*Solution.* Let $S_n = \sum_{m=0}^{n-1} Q^m$. The product telescopes:
$$(I-Q)S_n = \sum_{m=0}^{n-1}\left(Q^m - Q^{m+1}\right) = I - Q^n .$$
Hence $\det(I - Q^n) = \det(I-Q)\det S_n$. If $\det(I-Q)$ were $0$, the left side would be $0$ for every $n$. The determinant is a polynomial in the entries and therefore continuous, so $\det(I-Q^n) \to \det I = 1$, a contradiction. In Lean, `mul_neg_geom_sum` is the telescoping identity, `h1` is the limit, `hz` the vanishing for all $n$, and `tendsto_nhds_unique` equates the two limits.

```lean
/-- If `Q ^ n → 0` then `I - Q` has nonzero determinant. -/
theorem det_one_sub_ne_zero {Q : Matrix ι ι ℝ}
    (h : Tendsto (fun n : ℕ => Q ^ n) atTop (𝓝 0)) : (1 - Q).det ≠ 0 := by
  intro h0
  have hc : Continuous (fun A : Matrix ι ι ℝ => (1 - A).det) :=
    (continuous_const.sub continuous_id).matrix_det
  have h1 : Tendsto (fun n : ℕ => (1 - Q ^ n).det) atTop
      (𝓝 (1 - (0 : Matrix ι ι ℝ)).det) := (hc.tendsto 0).comp h
  -- `I - Q ^ n` has the factor `I - Q`, so its determinant would vanish for all `n`
  have hz : (fun n : ℕ => (1 - Q ^ n).det) = fun _ => 0 := by
    funext n
    rw [← mul_neg_geom_sum, Matrix.det_mul, h0, zero_mul]
  rw [hz] at h1
  have h2 := tendsto_nhds_unique h1 tendsto_const_nhds
  simp at h2
```

## (c) Entrywise convergence

*Task.* For $Q \ge 0$ with $Q^n \to 0$, show $\sum_n (Q^n)_{ij} = \left[(I-Q)^{-1}\right]_{ij}$.

*Solution.* By (b) the inverse exists. Multiplying the telescoping identity from the left gives $S_n = (I-Q)^{-1}(I - Q^n)$, which is `hS`, and continuity of matrix multiplication gives $S_n \to (I-Q)^{-1}$, which is `h1`. `HasSum` asks for convergence independent of the order of the terms. For the nonnegative terms supplied by (a) this is equivalent to convergence of the partial sums, the content of `hasSum_iff_tendsto_nat_of_nonneg`.

```lean
/-- For nonnegative `Q` with `Q ^ n → 0`, each entry of the series `∑ Q ^ n` converges to
the corresponding entry of `(I - Q)⁻¹`. -/
theorem hasSum_entry {Q : Matrix ι ι ℝ} (hQ : ∀ i j, 0 ≤ Q i j)
    (h : Tendsto (fun n : ℕ => Q ^ n) atTop (𝓝 0)) (i j : ι) :
    HasSum (fun n : ℕ => (Q ^ n) i j) ((1 - Q)⁻¹ i j) := by
  have hM : (1 - Q)⁻¹ * (1 - Q) = 1 :=
    Matrix.nonsing_inv_mul _ (isUnit_iff_ne_zero.2 (det_one_sub_ne_zero h))
  -- telescoped partial sums
  have hS : ∀ n : ℕ, ((1 - Q)⁻¹ * (1 - Q ^ n)) i j = ∑ k ∈ Finset.range n, (Q ^ k) i j := by
    intro n
    rw [← mul_neg_geom_sum, ← Matrix.mul_assoc, hM, Matrix.one_mul, Matrix.sum_apply]
  have hc : Continuous (fun A : Matrix ι ι ℝ => ((1 - Q)⁻¹ * (1 - A)) i j) :=
    (continuous_const.matrix_mul (continuous_const.sub continuous_id)).matrix_elem i j
  have h1 : Tendsto (fun n : ℕ => ((1 - Q)⁻¹ * (1 - Q ^ n)) i j) atTop
      (𝓝 (((1 - Q)⁻¹ * (1 - (0 : Matrix ι ι ℝ))) i j)) := (hc.tendsto 0).comp h
  simp only [hS, sub_zero, Matrix.mul_one] at h1
  exact (hasSum_iff_tendsto_nat_of_nonneg (fun n => pow_entry_nonneg hQ n i j) _).2 h1
```

## (d) The fundamental matrix

*Task.* Under the same hypotheses, show that $\sum_n Q^n$ converges to $N$ and that $N = (I-Q)^{-1}$.

*Solution.* A series of matrices converges exactly when each entry does, so (c) gives $\sum_n Q^n = (I-Q)^{-1}$, and $N$ is by definition that sum. `Pi.hasSum` is applied once for rows and once for columns, and `tsum_eq` identifies the value of `∑'`.

```lean
/-- For nonnegative `Q` with `Q ^ n → 0`, the series `∑ Q ^ n` converges to the fundamental
matrix, which equals `(I - Q)⁻¹`. -/
theorem fundamental_eq_inv {Q : Matrix ι ι ℝ} (hQ : ∀ i j, 0 ≤ Q i j)
    (h : Tendsto (fun n : ℕ => Q ^ n) atTop (𝓝 0)) :
    HasSum (fun n : ℕ => Q ^ n) (fundamental Q) ∧ fundamental Q = (1 - Q)⁻¹ := by
  have hs : HasSum (fun n : ℕ => Q ^ n) (1 - Q)⁻¹ :=
    Pi.hasSum.2 fun i => Pi.hasSum.2 fun j => hasSum_entry hQ h i j
  have he : fundamental Q = (1 - Q)⁻¹ := hs.tsum_eq
  exact ⟨by rw [he]; exact hs, he⟩
```

## (e) The series for the mean exit time

*Task.* Under the same hypotheses and for any $\tau$, show that $\sum_n Q^n\tau$ converges to $T$ and that $T = N\tau$.

*Solution.* Multiply the series of (c) by $\tau_j$ and add over the finitely many $j$:
$$\sum_n (Q^n\tau)_i = \sum_j \Big(\sum_n (Q^n)_{ij}\Big)\tau_j = \sum_j \left[(I-Q)^{-1}\right]_{ij}\tau_j .$$
By (d) the right side is $(N\tau)_i$. In `key`, `mul_right` is the multiplication by $\tau_j$ and `hasSum_sum` the exchange with the finite sum. No sign of $\tau_j$ is needed.

```lean
/-- For nonnegative `Q` with `Q ^ n → 0`, the series of residence times `∑ Q ^ n τ` converges
to the mean exit time, which equals `N τ`. -/
theorem meanExitTime_eq {Q : Matrix ι ι ℝ} (hQ : ∀ i j, 0 ≤ Q i j)
    (h : Tendsto (fun n : ℕ => Q ^ n) atTop (𝓝 0)) (τ : ι → ℝ) :
    HasSum (fun n : ℕ => (Q ^ n) *ᵥ τ) (meanExitTime Q τ) ∧
      meanExitTime Q τ = fundamental Q *ᵥ τ := by
  have key : ∀ i, HasSum (fun n : ℕ => ∑ j, (Q ^ n) i j * τ j) (∑ j, (1 - Q)⁻¹ i j * τ j) :=
    fun i => hasSum_sum fun j _ => (hasSum_entry hQ h i j).mul_right (τ j)
  have hs : HasSum (fun n : ℕ => (Q ^ n) *ᵥ τ) ((1 - Q)⁻¹ *ᵥ τ) :=
    Pi.hasSum.2 fun i => key i
  have he : meanExitTime Q τ = (1 - Q)⁻¹ *ᵥ τ := hs.tsum_eq
  exact ⟨by rw [he]; exact hs, by rw [he, (fundamental_eq_inv hQ h).2]⟩
```

## (f) The absorbing chain

*Task.* Assume `IsAbsorbing Q R`. Show that $\sum_n Q^n$ converges to $N$, that $N(I-Q) = (I-Q)N = I$, that $N \ge 0$, that $NR \ge 0$ with $\sum_k (NR)_{ik} = 1$ for each $i$, and that for every $\tau$ one has $T = N\tau$ and, for every vector $t$, $t = \tau + Qt$ if and only if $t = T$.

*Solution.* Convergence is (d), and the two products (`hL`, `hR`) follow from (b) and (d). Each $N_{ij}$ is a sum of nonnegative terms (`hN`), and then so is $(NR)_{ik} = \sum_j N_{ij}R_{jk}$.

Write $\mathbf 1$ for the vector with all entries $1$, over `κ` or `ι` as the product requires; Lean writes it `fun _ => (1 : ℝ)`. The row-sum hypothesis reads $\sum_k R_{jk} = 1 - \sum_l Q_{jl}$, that is $R\mathbf 1 = (I-Q)\mathbf 1$. Then
$$NR\,\mathbf 1 = N(I-Q)\mathbf 1 = \mathbf 1,$$
and component $i$ is the row sum. These are `h1`, `h2` and `h3` in the second branch of the proof.

The equality $T = N\tau$ is (e). The first-step equation $t = \tau + Qt$ is the same as $(I-Q)t = \tau$, by `key`. If it holds, multiplying by $N$ gives $t = N(I-Q)t = N\tau$, which uses `hL` and proves uniqueness. If $t = N\tau$, then $(I-Q)t = (I-Q)N\tau = \tau$, which uses `hR` and proves existence. The convergence of the series for $T$ is stated in (e) and is not repeated among the conclusions here.

```lean
/-- For an absorbing chain, `N = ∑ Q ^ n` converges and is a nonnegative two-sided inverse of
`I - Q`, and the exit matrix `N R` is nonnegative with row sums one. The mean exit time equals
`N τ` and is the unique solution of `t = τ + Q t`. -/
theorem absorbing_chain {Q : Matrix ι ι ℝ} {R : Matrix ι κ ℝ} (h : IsAbsorbing Q R) :
    HasSum (fun n : ℕ => Q ^ n) (fundamental Q) ∧
    fundamental Q * (1 - Q) = 1 ∧ (1 - Q) * fundamental Q = 1 ∧
    (∀ i j, 0 ≤ fundamental Q i j) ∧
    (∀ i k, 0 ≤ exitMatrix Q R i k) ∧ (∀ i, ∑ k, exitMatrix Q R i k = 1) ∧
    ∀ τ : ι → ℝ, meanExitTime Q τ = fundamental Q *ᵥ τ ∧
      ∀ t : ι → ℝ, t = τ + Q *ᵥ t ↔ t = meanExitTime Q τ := by
  obtain ⟨hs, he⟩ := fundamental_eq_inv h.stay_nonneg h.decay
  have hu : IsUnit (1 - Q).det := isUnit_iff_ne_zero.2 (det_one_sub_ne_zero h.decay)
  have hL : fundamental Q * (1 - Q) = 1 := by rw [he]; exact Matrix.nonsing_inv_mul _ hu
  have hR : (1 - Q) * fundamental Q = 1 := by rw [he]; exact Matrix.mul_nonsing_inv _ hu
  have hN : ∀ i j, 0 ≤ fundamental Q i j := by
    intro i j
    rw [he]
    exact (hasSum_entry h.stay_nonneg h.decay i j).nonneg
      fun n => pow_entry_nonneg h.stay_nonneg n i j
  refine ⟨hs, hL, hR, hN, fun i k => ?_, fun i => ?_, fun τ => ?_⟩
  · rw [exitMatrix, Matrix.mul_apply]
    exact Finset.sum_nonneg fun j _ => mul_nonneg (hN i j) (h.exit_nonneg j k)
  · -- conservation of probability: `R 1 = (I - Q) 1`
    have h1 : R *ᵥ (fun _ => (1 : ℝ)) = (1 - Q) *ᵥ (fun _ => (1 : ℝ)) := by
      rw [Matrix.sub_mulVec, Matrix.one_mulVec]
      funext j
      have := h.row_sum j
      simp only [mulVec, dotProduct, mul_one, Pi.sub_apply]
      linarith
    have h2 : exitMatrix Q R *ᵥ (fun _ => (1 : ℝ)) = fun _ => (1 : ℝ) := by
      rw [exitMatrix, ← Matrix.mulVec_mulVec, h1, Matrix.mulVec_mulVec, hL, Matrix.one_mulVec]
    have h3 := congrFun h2 i
    simp only [mulVec, dotProduct, mul_one] at h3
    exact h3
  · have hT := (meanExitTime_eq h.stay_nonneg h.decay τ).2
    refine ⟨hT, fun t => ?_⟩
    -- the first-step equation reads `(I - Q) t = τ`
    have key : (1 - Q) *ᵥ t = t - Q *ᵥ t := by rw [Matrix.sub_mulVec, Matrix.one_mulVec]
    rw [hT]
    constructor
    · intro ht
      have h1 : (1 - Q) *ᵥ t = τ := by rw [key]; exact sub_eq_of_eq_add ht
      rw [← h1, Matrix.mulVec_mulVec, hL, Matrix.one_mulVec]
    · intro ht
      have h1 : (1 - Q) *ᵥ t = τ := by
        rw [ht, Matrix.mulVec_mulVec, hR, Matrix.one_mulVec]
      rw [key] at h1
      exact eq_add_of_sub_eq h1
```

## (g) The converse

*Task.* Let $Q \ge 0$ and let $M \ge 0$ be a matrix with $M(I-Q) = I$. Show that $Q^n \to 0$. Neither $R$ nor the row sums enter, and only a left inverse is assumed.

*Solution.* Multiply the telescoping identity by $M$:
$$S_n = M(I-Q)S_n = M(I-Q^n) = M - MQ^n .$$
By (a), $(MQ^n)_{ij} = \sum_l M_{il}(Q^n)_{lj} \ge 0$, so $(S_n)_{ij} \le M_{ij}$ for all $n$. A series of nonnegative terms with bounded partial sums converges, so its terms $(Q^n)_{ij}$ tend to zero. The bound is `hb`, the convergence is `summable_of_sum_range_le`, and `tendsto_atTop_zero` passes to the terms. This gives a way to establish `decay` by a finite computation: exhibit $M$ and check signs and one product.

```lean
/-- Converse: if `Q` is nonnegative and `I - Q` has a nonnegative inverse `M`,
then `Q ^ n → 0`. -/
theorem decay_of_nonneg_inverse {Q M : Matrix ι ι ℝ} (hQ : ∀ i j, 0 ≤ Q i j)
    (hM : ∀ i j, 0 ≤ M i j) (hinv : M * (1 - Q) = 1) :
    Tendsto (fun n : ℕ => Q ^ n) atTop (𝓝 0) := by
  have key : ∀ i j, Tendsto (fun n : ℕ => (Q ^ n) i j) atTop (𝓝 0) := by
    intro i j
    -- partial sums equal `M - M Q ^ n`, hence are bounded by `M`
    have hb : ∀ n : ℕ, ∑ k ∈ Finset.range n, (Q ^ k) i j ≤ M i j := by
      intro n
      have h1 : ∑ k ∈ Finset.range n, Q ^ k = M - M * Q ^ n := by
        have h2 : M * (1 - Q ^ n) = ∑ k ∈ Finset.range n, Q ^ k := by
          rw [← mul_neg_geom_sum, ← Matrix.mul_assoc, hinv, Matrix.one_mul]
        rw [← h2, Matrix.mul_sub, Matrix.mul_one]
      have h3 : 0 ≤ (M * Q ^ n) i j := by
        rw [Matrix.mul_apply]
        exact Finset.sum_nonneg fun l _ => mul_nonneg (hM i l) (pow_entry_nonneg hQ n l j)
      rw [← Matrix.sum_apply, h1, Matrix.sub_apply]
      linarith
    exact (summable_of_sum_range_le (fun n => pow_entry_nonneg hQ n i j) hb).tendsto_atTop_zero
  exact tendsto_pi_nhds.2 fun i => tendsto_pi_nhds.2 fun j => key i j
```

## (h) A two-state basin

*Task.* Take basin states $0, 1$ (`Fin 2`) and one exit state (`Fin 1`), with
$$Q = \begin{pmatrix} 0 & 1 \\ \tfrac12 & 0\end{pmatrix},\qquad R = \begin{pmatrix} 0 \\ \tfrac12 \end{pmatrix},\qquad M = \begin{pmatrix} 2 & 2 \\ 1 & 2\end{pmatrix}.$$
State $0$ has no direct exit. Show that `IsAbsorbing Q R` holds and that $N = M$.

*Solution.* All entries are nonnegative, and the combined row sums are $0+1+0 = 1$ and $\tfrac12 + 0 + \tfrac12 = 1$. The product is
$$M(I-Q) = \begin{pmatrix} 2 & 2 \\ 1 & 2\end{pmatrix}\begin{pmatrix} 1 & -1 \\ -\tfrac12 & 1\end{pmatrix} = \begin{pmatrix} 2-1 & -2+2 \\ 1-1 & -1+2\end{pmatrix} = I,$$
which is `hinv`. Part (g) yields $Q^n \to 0$ (`hd`), and (d) with `Matrix.inv_eq_left_inv` gives $N = (I-Q)^{-1} = M$.

The one-state formulas at the start and the numbers that follow are arithmetic that the file does not state. Here $Q^2 = \tfrac12 I$, so the even powers sum to $2I$, the odd powers to $2Q$, and $2I + 2Q = M$. The exit matrix is $NR = (1, 1)^{\mathsf T}$. For $\tau = (1, 3)^{\mathsf T}$ one finds $T_0 = 2\cdot 1 + 2\cdot 3 = 8$ and $T_1 = 1 \cdot 1 + 2\cdot 3 = 7$, which satisfy $T_0 = \tau_0 + T_1$ and $T_1 = \tau_1 + \tfrac12 T_0$.

```lean
/-- A two-state basin in which only the second state can exit, with probability one half,
is absorbing, with the fundamental matrix given explicitly. -/
theorem absorbing_chain_witness :
    IsAbsorbing (!![0, 1; 1 / 2, 0] : Matrix (Fin 2) (Fin 2) ℝ)
      (!![0; 1 / 2] : Matrix (Fin 2) (Fin 1) ℝ) ∧
    fundamental (!![0, 1; 1 / 2, 0] : Matrix (Fin 2) (Fin 2) ℝ) = !![2, 2; 1, 2] := by
  have hQ : ∀ i j, 0 ≤ (!![0, 1; 1 / 2, 0] : Matrix (Fin 2) (Fin 2) ℝ) i j := by
    intro i j
    fin_cases i <;> fin_cases j <;> simp
  have hM : ∀ i j, 0 ≤ (!![2, 2; 1, 2] : Matrix (Fin 2) (Fin 2) ℝ) i j := by
    intro i j
    fin_cases i <;> fin_cases j <;> simp
  have hinv : (!![2, 2; 1, 2] : Matrix (Fin 2) (Fin 2) ℝ) * (1 - !![0, 1; 1 / 2, 0]) = 1 := by
    ext i j
    fin_cases i <;> fin_cases j <;>
      simp [Matrix.mul_apply, Fin.sum_univ_succ, Matrix.one_apply] <;> norm_num
  have hd := decay_of_nonneg_inverse hQ hM hinv
  refine ⟨⟨hQ, fun i k => ?_, fun i => ?_, hd⟩, ?_⟩
  · fin_cases i <;> fin_cases k <;> simp
  · fin_cases i <;> simp [Fin.sum_univ_succ]
    norm_num
  · rw [(fundamental_eq_inv hQ hd).2]
    exact Matrix.inv_eq_left_inv hinv

end

end AbsorbingBasin
```

```lean
#print axioms AbsorbingBasin.meanExitTime_eq
-- 'AbsorbingBasin.meanExitTime_eq' depends on axioms: [propext, Classical.choice, Quot.sound]
#print axioms AbsorbingBasin.absorbing_chain
-- 'AbsorbingBasin.absorbing_chain' depends on axioms: [propext, Classical.choice, Quot.sound]
```
